# Localising one electron minimises a concave energy summed over identical fragments

## Fragments that share only a charge

We describe each fragment by one real number, the number of shared electrons on it, which may be fractional. We call this number the charge and count it as positive. The total energy is taken to be a sum of single-fragment energies. Let $K$ identical fragments carry charges $x_i \ge 0$ with $\sum_i x_i = 1$, and let $E(t)$ be the energy of a fragment with charge $t$. Then

$$E_{\rm tot}(x) = \sum_i E(x_i).$$

This is a model of well-separated fragments, with no interaction or hopping between them. Within it, the curvature of an approximate functional between integer charges decides whether one electron prefers to localise or to spread. The curvature is assumed here, not derived from a functional.

## The chord bound

No charge exceeds the total, so $0 \le x_i \le 1$. Write $x_i = (1-x_i)\cdot 0 + x_i\cdot 1$. If $E$ is concave on $[0,1]$, it lies above its chord:

$$E(x_i) \ge (1-x_i)E(0) + x_iE(1).$$

Summing over the fragments gives

$$E_{\rm tot}(x) \ge \Big(K-\sum_i x_i\Big)E(0) + \Big(\sum_i x_i\Big)E(1) = E(1) + (K-1)E(0).$$

A localised state has one fragment with charge 1 and $K-1$ empty ones, so it attains the bound.

If $E$ is strictly concave, any charge strictly between 0 and 1 makes the inequality strict. Equality then forces every charge to be 0 or 1, and since they sum to one, exactly one of them is 1. Without strictness other minimisers are possible: for a linear $E$, all distributions have the same energy.

## Even sharing and the convex case

Jensen's inequality with weights $1/K$ bounds the concave energy from above:

$$\frac1K\sum_i E(x_i) \le E\Big(\frac1K\sum_i x_i\Big) = E(1/K).$$

Hence $E_{\rm tot}(x) \le K E(1/K)$, the energy of even sharing. If $E$ is convex, applying both bounds to $-E$ reverses them: even sharing is lowest and localisation highest. This is the delocalisation bias.

## The size of the error at constant curvature

Let $a$ and $b$ be the energies at charges 0 and 1, and let

$$E(t) = (1-t)a + tb + \frac U2\,t(1-t).$$

The constant $U$ measures the deviation from a straight line: the second derivative is $-U$, so positive $U$ means concave. The chord part sums to $b+(K-1)a$, and the rest to $\frac U2(\sum_i x_i - \sum_i x_i^2)$. In a localised state the curvature term vanishes, so

$$E_{\rm tot}(x) - E_{\rm tot}(\text{localised}) = \frac U2\Big(1-\sum_i x_i^2\Big).$$

For a straight line, $U=0$, this difference vanishes. Taking the straight line as the reference, the difference is the error that curvature makes in the relative energy of the two states. For even sharing it is $\frac U2(1-1/K)$, which is zero for a single fragment.

## Several electrons

The chord argument also covers an integer number $N \le K$ of electrons, provided that each charge is required to lie in $[0,1]$. The bound becomes $N E(1) + (K-N)E(0)$, attained by $N$ full fragments; the code below treats only $N=1$.

## The statement in Lean

The fragments are the elements of a finite type `ι`, and $K$ is `Fintype.card ι`, cast to the reals before 1 is subtracted. `IsChargeSplit x` says that the charges are nonnegative and sum to one. It rules out $K=0$, because an empty sum is zero. The function `E` is defined on all reals, but its curvature is assumed only on `Icc 0 1`. `localised k` puts the whole electron on fragment `k`.

`localisation_bias` contains the lower bound and the energy of every localised state. `curvature_error` holds for either sign of `U` and needs only the charge sum, not nonnegativity.

```lean
import Mathlib

open Set

namespace LocalisationBias

noncomputable section

variable {ι : Type*} [Fintype ι] [DecidableEq ι]

/-- One electron is shared among the fragments: the charges are nonnegative and sum to one. -/
def IsChargeSplit (x : ι → ℝ) : Prop := (∀ i, 0 ≤ x i) ∧ ∑ i, x i = 1

/-- The total energy of non-interacting identical fragments with charges `x i`. -/
def totalEnergy (E : ℝ → ℝ) (x : ι → ℝ) : ℝ := ∑ i, E (x i)

/-- The charge distribution with the whole electron on fragment `k`. -/
def localised (k : ι) : ι → ℝ := fun i => if i = k then 1 else 0

/-- The straight line between the energies `a` at charge 0 and `b` at charge 1, plus a
curvature term of strength `U`. -/
def curvedEnergy (a b U t : ℝ) : ℝ := (1 - t) * a + t * b + U / 2 * (t * (1 - t))

omit [DecidableEq ι] in
/-- Each fragment holds a charge between zero and one. -/
theorem IsChargeSplit.mem_Icc {x : ι → ℝ} (hx : IsChargeSplit x) (i : ι) :
    x i ∈ Icc (0 : ℝ) 1 := by
  refine ⟨hx.1 i, ?_⟩
  have h : x i ≤ ∑ j, x j :=
    Finset.single_le_sum (fun j _ => hx.1 j) (Finset.mem_univ i)
  linarith [hx.2]

omit [DecidableEq ι] in
/-- For charges that sum to one, the straight-line energies with end points `a` at charge 0 and `b`
at charge 1 add up to `b + (K - 1) * a`, where `K` is the number of fragments. -/
theorem sum_chord {x : ι → ℝ} (hx : ∑ i, x i = 1) (a b : ℝ) :
    ∑ i, ((1 - x i) * a + x i * b) = b + ((Fintype.card ι : ℝ) - 1) * a := by
  rw [Finset.sum_add_distrib, ← Finset.sum_mul, ← Finset.sum_mul,
    Finset.sum_sub_distrib, hx]
  simp only [Finset.sum_const, Finset.card_univ, nsmul_eq_mul, mul_one]
  ring

/-- With the electron on one fragment, the energy is that of one charged fragment and
`K - 1` empty ones. -/
theorem totalEnergy_localised (E : ℝ → ℝ) (k : ι) :
    totalEnergy E (localised k) = E 1 + ((Fintype.card ι : ℝ) - 1) * E 0 := by
  have hs : ∑ i, localised k i = 1 := by simp [localised]
  rw [← sum_chord hs]
  unfold totalEnergy
  refine Finset.sum_congr rfl fun i _ => ?_
  by_cases h : i = k <;> simp [localised, h]

/-- Localisation bias: for a concave energy, no sharing of one electron among `K` fragments
has less energy than `E 1 + (K - 1) * E 0`, and every localised state has exactly this energy. -/
theorem localisation_bias {E : ℝ → ℝ} (hE : ConcaveOn ℝ (Icc 0 1) E)
    {x : ι → ℝ} (hx : IsChargeSplit x) :
    E 1 + ((Fintype.card ι : ℝ) - 1) * E 0 ≤ totalEnergy E x ∧
      ∀ k : ι, totalEnergy E (localised k) = E 1 + ((Fintype.card ι : ℝ) - 1) * E 0 := by
  refine ⟨?_, totalEnergy_localised E⟩
  rw [← sum_chord hx.2]
  unfold totalEnergy
  refine Finset.sum_le_sum fun i _ => ?_
  -- a concave function lies above its chord
  have hi := hx.mem_Icc i
  have h := hE.2 (left_mem_Icc.2 zero_le_one) (right_mem_Icc.2 zero_le_one)
    (sub_nonneg.2 hi.2) hi.1 (by ring)
  simpa only [smul_eq_mul, mul_zero, mul_one, zero_add] using h

/-- For a strictly concave energy, the lower bound is reached exactly by the states with the
whole electron on one fragment. -/
theorem eq_bound_iff_localised {E : ℝ → ℝ} (hE : StrictConcaveOn ℝ (Icc 0 1) E)
    {x : ι → ℝ} (hx : IsChargeSplit x) :
    totalEnergy E x = E 1 + ((Fintype.card ι : ℝ) - 1) * E 0 ↔ ∃ k, x = localised k := by
  constructor
  · intro heq
    -- at a fractional charge the energy lies strictly above the chord
    have hstrict : ∀ i, x i ≠ 0 → x i ≠ 1 →
        (1 - x i) * E 0 + x i * E 1 < E (x i) := by
      intro i h0 h1
      have hi := hx.mem_Icc i
      have h := hE.2 (left_mem_Icc.2 zero_le_one) (right_mem_Icc.2 zero_le_one)
        zero_ne_one (sub_pos.2 (lt_of_le_of_ne hi.2 h1))
        (lt_of_le_of_ne hi.1 (Ne.symm h0)) (by ring)
      simpa only [smul_eq_mul, mul_zero, mul_one, zero_add] using h
    have hle : ∀ i ∈ Finset.univ, (1 - x i) * E 0 + x i * E 1 ≤ E (x i) := by
      intro i _
      by_cases h0 : x i = 0
      · simp [h0]
      by_cases h1 : x i = 1
      · simp [h1]
      exact (hstrict i h0 h1).le
    have hall := (Finset.sum_eq_sum_iff_of_le hle).1
      ((sum_chord hx.2 (E 0) (E 1)).trans heq.symm)
    -- hence some fragment carries the whole electron
    have hk : ∃ k, x k = 1 := by
      by_contra hno
      have hz : ∀ i, x i = 0 := by
        intro i
        by_contra h0
        exact (hstrict i h0 fun h1 => hno ⟨i, h1⟩).ne (hall i (Finset.mem_univ i))
      have hs := hx.2
      simp [hz] at hs
    obtain ⟨k, hk⟩ := hk
    refine ⟨k, funext fun j => ?_⟩
    by_cases hj : j = k
    · simp [localised, hj, hk]
    · have h1 := Finset.add_sum_erase Finset.univ x (Finset.mem_univ k)
      have h2 : x j ≤ ∑ i ∈ Finset.univ.erase k, x i :=
        Finset.single_le_sum (fun i _ => hx.1 i)
          (Finset.mem_erase.2 ⟨hj, Finset.mem_univ j⟩)
      have h3 : x j = 0 := by linarith [hx.1 j, hx.2]
      simp [localised, hj, h3]
  · rintro ⟨k, rfl⟩
    exact totalEnergy_localised E k

omit [DecidableEq ι] in
/-- For a concave energy, no sharing of the electron has more energy than the even one. -/
theorem concave_le_even {E : ℝ → ℝ} (hE : ConcaveOn ℝ (Icc 0 1) E)
    {x : ι → ℝ} (hx : IsChargeSplit x) :
    totalEnergy E x ≤ (Fintype.card ι : ℝ) * E (1 / (Fintype.card ι : ℝ)) := by
  have hne : (Fintype.card ι : ℝ) ≠ 0 := by
    intro h
    have : IsEmpty ι := Fintype.card_eq_zero_iff.1 (by exact_mod_cast h)
    have hs := hx.2
    simp at hs
  have hw : ∑ _i : ι, 1 / (Fintype.card ι : ℝ) = 1 := by
    rw [Finset.sum_const, Finset.card_univ, nsmul_eq_mul]
    exact mul_one_div_cancel hne
  -- Jensen's inequality with equal weights
  have h := hE.le_map_sum (t := Finset.univ) (w := fun _ => 1 / (Fintype.card ι : ℝ))
    (p := x) (fun _ _ => by positivity) hw (fun i _ => hx.mem_Icc i)
  simp only [smul_eq_mul, ← Finset.mul_sum, hx.2, mul_one] at h
  calc totalEnergy E x
      = (Fintype.card ι : ℝ) * (1 / (Fintype.card ι : ℝ) * ∑ i, E (x i)) := by
        rw [← mul_assoc, mul_one_div_cancel hne, one_mul, totalEnergy]
    _ ≤ _ := mul_le_mul_of_nonneg_left h (Nat.cast_nonneg _)

/-- Delocalisation bias: for a convex energy, the even sharing bounds the total energy from
below and the localised value bounds it from above. -/
theorem delocalisation_bias {E : ℝ → ℝ} (hE : ConvexOn ℝ (Icc 0 1) E)
    {x : ι → ℝ} (hx : IsChargeSplit x) :
    (Fintype.card ι : ℝ) * E (1 / (Fintype.card ι : ℝ)) ≤ totalEnergy E x ∧
      totalEnergy E x ≤ E 1 + ((Fintype.card ι : ℝ) - 1) * E 0 := by
  have hneg : totalEnergy (-E) x = -totalEnergy E x := by
    simp only [totalEnergy, Pi.neg_apply, Finset.sum_neg_distrib]
  have h1 := concave_le_even hE.neg hx
  have h2 := (localisation_bias hE.neg hx).1
  rw [hneg] at h1 h2
  simp only [Pi.neg_apply] at h1 h2
  constructor <;> linarith

/-- For an energy with constant curvature `-U`, the energy of a shared electron relative to a
localised one is `U / 2` times one minus the sum of squared charges. -/
theorem curvature_error (a b U : ℝ) {x : ι → ℝ} (hx : ∑ i, x i = 1) (k : ι) :
    totalEnergy (curvedEnergy a b U) x - totalEnergy (curvedEnergy a b U) (localised k)
      = U / 2 * (1 - ∑ i, x i ^ 2) := by
  -- split the total into the chord and the curvature term
  have h : totalEnergy (curvedEnergy a b U) x
      = ∑ i, ((1 - x i) * a + x i * b) + U / 2 * (∑ i, x i - ∑ i, x i ^ 2) := by
    rw [← Finset.sum_sub_distrib, Finset.mul_sum, ← Finset.sum_add_distrib]
    unfold totalEnergy curvedEnergy
    exact Finset.sum_congr rfl fun i _ => by ring
  rw [h, sum_chord hx, hx, totalEnergy_localised]
  unfold curvedEnergy
  ring

end

end LocalisationBias
```

```lean
#print axioms LocalisationBias.localisation_bias
-- 'LocalisationBias.localisation_bias' depends on axioms: [propext, Classical.choice, Quot.sound]
#print axioms LocalisationBias.eq_bound_iff_localised
-- 'LocalisationBias.eq_bound_iff_localised' depends on axioms: [propext, Classical.choice, Quot.sound]
#print axioms LocalisationBias.delocalisation_bias
-- 'LocalisationBias.delocalisation_bias' depends on axioms: [propext, Classical.choice, Quot.sound]
#print axioms LocalisationBias.curvature_error
-- 'LocalisationBias.curvature_error' depends on axioms: [propext, Classical.choice, Quot.sound]
```

## How the proof follows the derivation

`IsChargeSplit.mem_Icc` bounds each charge by the total, and `sum_chord` sums the chord energies. `totalEnergy_localised` compares energy and chord fragment by fragment; they agree at charges 0 and 1.

In `localisation_bias`, the bound is rewritten as a sum of chords. `Finset.sum_le_sum` then reduces the claim to one fragment, where `hE.2` is the concavity inequality between 0 and 1.

For `eq_bound_iff_localised`, `Finset.sum_eq_sum_iff_of_le` turns equality of the sums into equality for each fragment. If no charge were 1, all would be 0, contradicting the charge sum. Once fragment `k` has charge 1, removing it from the sum leaves zero for the others.

`concave_le_even` applies Jensen's inequality through `hE.le_map_sum` and multiplies by $K$. `delocalisation_bias` uses the concave results for `-E`. `curvature_error` separates the chord from the curvature term, and `ring` finishes the algebra.
